# The single Cooper zero of a one-node exponential dipole integral

The outgoing electron is represented here by a power of r times a decaying exponential, although a true continuum wave oscillates out to infinity. This choice reduces the radial dipole integral to elementary form and leaves one parameter to vary, the total decay constant s.

Let the bound orbital have the radial function r^l (1 - b r) exp(-α r), where l is its angular momentum, α > 0 its decay constant and b > 0 fixes a node at r = 1/b. Let the model final state be r^l' exp(-κ r), with angular momentum l' and κ > 0. The dipole operator contributes one factor r and the volume element contributes r². Up to constant factors, the radial amplitude is then

D(s) = ∫₀^∞ r^n (1 - b r) exp(-s r) dr, with n = l + l' + 3 and s = α + κ.

For a p orbital and a d final state, for example, n = 6. From here on n may be any natural number, b any real number and s any positive number.

## Cancellation between the inner and outer lobes

The claim is that

D(s) = n!/s^(n+1) · (1 - b(n+1)/s).

For b > 0 this changes sign exactly once on s > 0, at s₀ = b(n+1). For b ≤ 0, which includes the nodeless case b = 0, it is positive for every s > 0.

Everything follows from the moments

M_n(s) = ∫₀^∞ r^n exp(-s r) dr.

The substitution t = s r gives

M_n(s) = s^(-(n+1)) ∫₀^∞ t^n exp(-t) dt.

The remaining integral equals 1 for n = 0. For n ≥ 1, integration by parts has vanishing boundary terms and turns it into n times the same integral with exponent n - 1. Hence it equals n!, and

M_n(s) = n!/s^(n+1).

Now expand the node factor in D:

D(s) = M_n(s) - b M_{n+1}(s)
= n!/s^(n+1) - b (n+1)!/s^(n+2)
= n!/s^(n+1) · (1 - b(n+1)/s)
= n!/s^(n+2) · (s - b(n+1)).

The prefactor in the last line is positive, so D has the sign of s - b(n+1). When s is small, the integrand reaches far out and the negative lobe beyond the node wins. When s is large, the positive inner lobe wins. If b ≤ 0, then b(n+1) ≤ 0 < s and the integral is positive.

Two more facts come from the same formulas. First, differentiate the factored form by the product rule. The term containing the derivative of the prefactor is multiplied by s - s₀ and disappears at the zero, leaving

D′(s₀) = n!/s₀^(n+2) > 0.

The curve therefore crosses the axis with a finite slope. Second, the mean radius of the weight r^n exp(-s r) is

⟨r⟩ = M_{n+1}(s)/M_n(s) = (n+1)/s.

Dividing D by M_n normalises this weight to unit integral and gives

D(s)/M_n(s) = 1 - b⟨r⟩ = 1 - b(n+1)/s.

For b > 0 the amplitude vanishes exactly when ⟨r⟩ = 1/b, that is, when the node lies at the mean radius of the weight. The weight is the transition integrand without its node factor; in general it is not the probability density of either state.

In this one-electron model with a fixed node, the zero shows how a photoionization channel can lose its dipole amplitude through cancellation. A Cooper minimum in a measured cross section is a feature in photon energy, and other channels can keep the total above zero there. The model supplies neither the relation between s and energy nor those other channels.

## The integrals as Lean definitions

The development uses Mathlib's measure theory and real analysis.

```lean
import Mathlib

open MeasureTheory

namespace CooperZero

noncomputable section
```

The moment M_n(s) is `slaterMoment n s`. The set `Set.Ioi (0 : ℝ)` is the open half-line r > 0, and the integral over it is a Lebesgue integral.

```lean
/-- The radial moment `∫ r^n exp(-s r) dr` over the half-line, for decay constant `s > 0`. -/
def slaterMoment (n : ℕ) (s : ℝ) : ℝ :=
  ∫ r in Set.Ioi (0 : ℝ), r ^ n * Real.exp (-(s * r))
```

The amplitude D(s) is `radialDipole n b s`. The exponent `n` is a natural number, while `b` and `s` are real numbers that stand for inverse lengths. The definition makes `b` and `s` independent, which matches varying κ while the bound orbital stays fixed. In that reading only s > α is accessible, so the zero is reached only if b(n+1) > α.

Normalisation constants of the two states are left out. Taken positive, they do not move the zero. The constant of the final state depends on κ, so it alters how the amplitude varies with s, but at the zero itself it only rescales the slope.

```lean
/-- The model radial dipole integral `∫ r^n (1 - b r) exp(-s r) dr` over the half-line,
for decay constant `s > 0`. -/
def radialDipole (n : ℕ) (b s : ℝ) : ℝ :=
  ∫ r in Set.Ioi (0 : ℝ), r ^ n * (1 - b * r) * Real.exp (-(s * r))
```

The mean radius ⟨r⟩ is defined as a ratio of moments, so its value (n+1)/s remains to be proved.

```lean
/-- The mean radius of the nodeless weight `r^n exp(-s r)`, for decay constant `s > 0`. -/
def meanRadius (n : ℕ) (s : ℝ) : ℝ :=
  slaterMoment (n + 1) s / slaterMoment n s
```

## From the Gamma integral to the closed form

The first theorem states M_n(s) = n!/s^(n+1) under the hypothesis `hs : 0 < s`. Physically, this hypothesis says that the product of the two radial functions decays.

Where the derivation above used a substitution and integration by parts, the proof calls Mathlib's Gamma integral at the argument n + 1. It then replaces Γ(n+1) by n!. That library result uses real exponents, and the intermediate equation `e` converts the power of 1/s back to a natural exponent.

```lean
/-- The radial moment of order `n` equals `n! / s^(n+1)`. -/
theorem slaterMoment_eq (n : ℕ) {s : ℝ} (hs : 0 < s) :
    slaterMoment n s = (n.factorial : ℝ) / s ^ (n + 1) := by
  -- Euler's Gamma integral at the integer argument n + 1
  have h := Real.integral_rpow_mul_exp_neg_mul_Ioi (a := (n : ℝ) + 1) (r := s)
    (by positivity) hs
  rw [Real.Gamma_nat_eq_factorial, add_sub_cancel_right] at h
  simp only [Real.rpow_natCast] at h
  have e : (1 / s) ^ ((n : ℝ) + 1) = 1 / s ^ (n + 1) := by
    rw [← Nat.cast_succ, Real.rpow_natCast, one_div_pow]
  unfold slaterMoment
  rw [h, e]
  ring
```

Splitting an integral of a difference requires each part to be integrable. Lean assigns the value zero to the integral of a non-integrable function, and the proof turns this convention to its advantage: the moment has just been shown to be positive, so its integrand must be integrable.

```lean
/-- The weight `r^n exp(-s r)` is integrable over the half-line. -/
theorem integrable_weight (n : ℕ) {s : ℝ} (hs : 0 < s) :
    Integrable (fun r : ℝ => r ^ n * Real.exp (-(s * r)))
      (volume.restrict (Set.Ioi (0 : ℝ))) := by
  -- a non-integrable function would have integral zero, but the moment is positive
  by_contra h
  have h1 := slaterMoment_eq n hs
  unfold slaterMoment at h1
  rw [integral_undef h] at h1
  have h2 : 0 < (n.factorial : ℝ) / s ^ (n + 1) := by positivity
  linarith
```

The next theorem is the line D = M_n - b M_{n+1}. The equation `hf` expands the integrand pointwise, and `h2` supplies integrability of the term containing `b`. The final rewrite separates the integrals and takes the constant outside.

```lean
/-- The dipole integral is the moment of order `n` minus `b` times the moment of
order `n + 1`. -/
theorem radialDipole_eq_moments (n : ℕ) (b : ℝ) {s : ℝ} (hs : 0 < s) :
    radialDipole n b s = slaterMoment n s - b * slaterMoment (n + 1) s := by
  have hf : (fun r : ℝ => r ^ n * (1 - b * r) * Real.exp (-(s * r))) =
      fun r : ℝ => r ^ n * Real.exp (-(s * r)) -
        b * (r ^ (n + 1) * Real.exp (-(s * r))) := by
    funext r
    ring
  have h2 : Integrable (fun r : ℝ => b * (r ^ (n + 1) * Real.exp (-(s * r))))
      (volume.restrict (Set.Ioi (0 : ℝ))) := (integrable_weight (n + 1) hs).const_mul b
  unfold radialDipole slaterMoment
  rw [hf, integral_sub (integrable_weight n hs) h2, integral_const_mul]
```

Inserting the two moments and using (n+1)! = (n+1) n! gives the claimed formula. Here `push_cast` carries the factorial identity from natural to real numbers, and `ring` collects the common factor.

```lean
/-- Closed form of the radial dipole integral: `n!/s^(n+1) (1 - b(n+1)/s)`. -/
theorem radialDipole_eq (n : ℕ) (b : ℝ) {s : ℝ} (hs : 0 < s) :
    radialDipole n b s =
      (n.factorial : ℝ) / s ^ (n + 1) * (1 - b * ((n : ℝ) + 1) / s) := by
  rw [radialDipole_eq_moments n b hs, slaterMoment_eq n hs, slaterMoment_eq (n + 1) hs,
    Nat.factorial_succ]
  push_cast
  ring
```

The factored version puts 1 - b(n+1)/s over the common denominator s. It is the form from which both the sign and the slope are read.

```lean
/-- The dipole integral is `n!/s^(n+2)` times the distance of `s` from `b(n+1)`,
counted with sign. -/
theorem radialDipole_factored (n : ℕ) (b : ℝ) {s : ℝ} (hs : 0 < s) :
    radialDipole n b s =
      (n.factorial : ℝ) / s ^ (n + 2) * (s - b * ((n : ℝ) + 1)) := by
  have h : 1 - b * ((n : ℝ) + 1) / s = (s - b * ((n : ℝ) + 1)) / s := by
    rw [sub_div, div_self hs.ne']
  rw [radialDipole_eq n b hs, h]
  ring
```

## The sign on each side of b(n+1)

The central theorem contains three equivalences, for negative, zero and positive values of the integral. They hold for every real `b` and every positive `s`. If b > 0, the threshold b(n+1) is itself an allowed value of s, with negative values of D below it and positive values above. This is the single sign change.

In the proof, `hc` records that the prefactor n!/s^(n+2) is positive. For the first equivalence, a negative product with s ≥ b(n+1) would contradict the sign of its two factors. The second uses the fact that a product with a nonzero factor vanishes only if the other factor does. The third removes the positive prefactor from the inequality.

```lean
/-- Cooper zero: the dipole integral is negative, zero or positive exactly when the decay
constant `s` is below, at or above `b(n+1)`. -/
theorem cooper_sign_change (n : ℕ) (b : ℝ) {s : ℝ} (hs : 0 < s) :
    (radialDipole n b s < 0 ↔ s < b * ((n : ℝ) + 1)) ∧
    (radialDipole n b s = 0 ↔ s = b * ((n : ℝ) + 1)) ∧
    (0 < radialDipole n b s ↔ b * ((n : ℝ) + 1) < s) := by
  have hc : 0 < (n.factorial : ℝ) / s ^ (n + 2) := by positivity
  rw [radialDipole_factored n b hs]
  refine ⟨⟨fun h => ?_, fun h => mul_neg_of_pos_of_neg hc (sub_neg.2 h)⟩, ?_, ?_⟩
  · by_contra hx
    have h1 := mul_nonneg hc.le (sub_nonneg.2 (not_lt.1 hx))
    linarith
  · rw [mul_eq_zero, or_iff_right hc.ne', sub_eq_zero]
  · rw [mul_pos_iff_of_pos_left hc, sub_pos]
```

For b ≤ 0 the factor 1 - b r has no zero at positive radius. The theorem `nodeless_pos` covers this whole range. Its proof shows that the threshold is at most zero and therefore below `s`, then applies the third equivalence.

```lean
/-- If `b ≤ 0`, so that `1 - b r` has no node at positive radius, the dipole integral is
positive for every decay constant `s > 0`. -/
theorem nodeless_pos (n : ℕ) {b s : ℝ} (hb : b ≤ 0) (hs : 0 < s) :
    0 < radialDipole n b s := by
  have h : b * ((n : ℝ) + 1) ≤ 0 := mul_nonpos_of_nonpos_of_nonneg hb (by positivity)
  exact (cooper_sign_change n b hs).2.2.2 (lt_of_le_of_lt h hs)
```

## A simple crossing, with the node at the mean radius

The statement `HasDerivAt` says that D, as a function of s with n and b fixed, is differentiable at s₀ = b(n+1) and has the stated derivative there. The hypothesis b > 0 ensures s₀ > 0, where the integral converges; the stronger condition s₀ > α mentioned earlier is not assumed.

The proof applies the quotient rule to n!(s - s₀)/s^(n+2), which is equivalent to the product rule used above. The factored formula is available only for positive `s`, so the proof first restricts to a neighbourhood of s₀ on which `s` stays positive. The last lines remove the terms containing s₀ - s₀ and simplify the remaining fraction.

```lean
/-- At the Cooper zero `s = b(n+1)` the dipole integral has slope `n!/s^(n+2)` as a function
of the decay constant. -/
theorem slope_at_cooper_zero (n : ℕ) {b : ℝ} (hb : 0 < b) :
    HasDerivAt (radialDipole n b)
      ((n.factorial : ℝ) / (b * ((n : ℝ) + 1)) ^ (n + 2)) (b * ((n : ℝ) + 1)) := by
  have hs0 : 0 < b * ((n : ℝ) + 1) := by positivity
  have hp : (b * ((n : ℝ) + 1)) ^ (n + 2) ≠ 0 := pow_ne_zero _ hs0.ne'
  have h1 : HasDerivAt (fun s : ℝ => (n.factorial : ℝ) * (s - b * ((n : ℝ) + 1)))
      ((n.factorial : ℝ) * 1) (b * ((n : ℝ) + 1)) :=
    ((hasDerivAt_id' (b * ((n : ℝ) + 1))).sub_const (b * ((n : ℝ) + 1))).const_mul _
  have h3 := h1.fun_div (hasDerivAt_pow (n + 2) (b * ((n : ℝ) + 1))) hp
  refine (h3.congr_of_eventuallyEq ?_).congr_deriv ?_
  · -- near the zero, s stays positive and the factored form applies
    filter_upwards [Ioi_mem_nhds hs0] with s hs
    rw [radialDipole_factored n b hs]
    ring
  · simp only [sub_self, mul_zero, zero_mul, sub_zero, mul_one]
    rw [div_eq_div_iff (pow_ne_zero 2 hp) hp]
    ring
```

The mean radius follows by dividing consecutive moments. The fact `hne` ensures that the denominator is nonzero, and the factorial identity leaves (n+1)/s.

```lean
/-- The mean radius of the weight `r^n exp(-s r)` is `(n+1)/s`. -/
theorem meanRadius_eq (n : ℕ) {s : ℝ} (hs : 0 < s) :
    meanRadius n s = ((n : ℝ) + 1) / s := by
  have hne : (n.factorial : ℝ) / s ^ (n + 1) ≠ 0 := by positivity
  unfold meanRadius
  rw [slaterMoment_eq n hs, slaterMoment_eq (n + 1) hs, div_eq_iff hne, Nat.factorial_succ]
  push_cast
  ring
```

The final theorem joins the two descriptions of the zero. It rewrites D = 0 as s = b(n+1) and the mean-radius condition as (n+1)/s = 1/b. Since both `b` and `s` are positive, clearing denominators shows that these are the same equation.

```lean
/-- The dipole integral vanishes exactly when the mean radius of the nodeless weight
coincides with the node radius `1/b`. -/
theorem cooper_zero_iff_meanRadius (n : ℕ) {b s : ℝ} (hb : 0 < b) (hs : 0 < s) :
    radialDipole n b s = 0 ↔ meanRadius n s = 1 / b := by
  rw [(cooper_sign_change n b hs).2.1, meanRadius_eq n hs, div_eq_div_iff hs.ne' hb.ne']
  constructor <;> intro h <;> linarith

end

end CooperZero
```

```lean
#print axioms CooperZero.nodeless_pos
-- 'CooperZero.nodeless_pos' depends on axioms: [propext, Classical.choice, Quot.sound]
#print axioms CooperZero.slope_at_cooper_zero
-- 'CooperZero.slope_at_cooper_zero' depends on axioms: [propext, Classical.choice, Quot.sound]
#print axioms CooperZero.cooper_zero_iff_meanRadius
-- 'CooperZero.cooper_zero_iff_meanRadius' depends on axioms: [propext, Classical.choice, Quot.sound]
```

## An oscillating final state

A free electron with angular momentum l' and wave number k > 0 has the radial function j_l'(k r), a spherical Bessel function, which oscillates out to infinity. Put it in place of r^l' exp(-κ r). The bound orbital keeps its decay constant α, and k becomes the varied parameter. Take b = 0, so that the orbital has no node. For a p orbital and an s wave, j₀(k r) = sin(k r)/(k r) and the radial integral is

∫₀^∞ r⁴ exp(-α r) j₀(k r) dr = 24 α (α² - k²)/(α² + k²)⁴.

This changes sign at k = α, although the orbital has no node. For an s orbital and a p wave the integral is instead ∫₀^∞ r³ exp(-α r) j₁(k r) dr = 8 α k/(α² + k²)³, which is positive for every k > 0. With an oscillating final state, a nodeless orbital may therefore give a zero or not, depending on the channel. Free waves leave out the attraction of the remaining ion, and the theorems above cover neither of these integrals.

## The zero in a numerical dipole integral

A program that tabulates radial functions on a grid evaluates the same kind of integral by quadrature, usually with a numerically computed continuum function. Near a Cooper zero the positive and negative contributions almost cancel, so a small quadrature error can be large relative to the result. In the present model, M_n(s) is a sensible scale against which to judge that error.

It also helps to store the signed amplitude as well as its square. With a consistent phase convention for the final state, a sign change between neighbouring parameter values brackets the zero of a continuous amplitude, and a root finder can then locate it. The square only shows a dip, which a coarse grid may make look shallow. The closed form gives a direct check of the quadrature routine: for n = 6 and b = 1, the computed integral should be negative just below s = 7 and positive just above it.
